# Every traceless anti-Hermitian n×n matrix is a single commutator of two anti-Hermitian matrices

For a spin-1/2, with $\hbar=1$, the generators $A=i\sigma_z/2$ and $B=-i\sigma_y/2$ give $[A,B]=-i\sigma_x/2$. If I keep $A$ diagonal, though, I can never reach $-i\sigma_z/2$, because a commutator with a diagonal matrix has zero diagonal. Changing the basis first cures this for two levels: a Hadamard rotation turns $\sigma_z$ into $\sigma_x$. With $n$ levels, can I still write any traceless generator $K$ as one commutator $[A,B]$ of two generators, or do I need a sum of several?

## One commutator is enough, because the diagonal can be rotated away

The two-level recipe works for every $n$: find an orthonormal basis in which $K$ has zero diagonal, then solve for $B$ entry by entry.

**Removing the diagonal.** Since $K^\dagger=-K$, the matrix $iK$ is Hermitian, so $iK=VDV^\dagger$ with $V$ unitary and $D=\mathrm{diag}(d_k)$. Tracelessness gives $\sum_k d_k=i\,\mathrm{tr}K=0$. Number the levels from $0$ to $n-1$ and set
$$F_{jk}=\omega^{jk}/\sqrt n,\qquad \omega=e^{2\pi i/n}.$$
Then $(FF^\dagger)_{jl}=\frac1n\sum_{k=0}^{n-1} w^k$ with $w=\omega^{j-l}$. For $j=l$ this is $1$. For $j\ne l$ we have $w\neq1$ and $w^n=1$, so $(w-1)\sum_k w^k=w^n-1=0$ and the sum vanishes. Thus $F$ is unitary. All its entries have squared modulus $1/n$, hence
$$(FDF^\dagger)_{jj}=\sum_k|F_{jk}|^2d_k=\frac1n\sum_k d_k=0.$$
With $U=VF^\dagger$, the matrix $K'=U^\dagger KU=-iFDF^\dagger$ has zero diagonal. For $n=2$, $F$ is the Hadamard matrix.

**Solving for the partner.** Choose distinct real numbers $a_j$ and let $A'=i\,\mathrm{diag}(a_j)$. For any $B'$,
$$[A',B']_{jk}=i(a_j-a_k)B'_{jk}.$$
So set $B'_{jk}=K'_{jk}/\big(i(a_j-a_k)\big)$ for $j\ne k$ and $B'_{jj}=0$. Then $[A',B']=K'$; on the diagonal both sides are zero. Moreover, for $j\neq k$,
$$\overline{B'_{kj}}=\frac{-K'_{jk}}{i(a_j-a_k)}=-B'_{jk},$$
so $B'$ is anti-Hermitian.

**Rotating back.** Put $A=UA'U^\dagger$ and $B=UB'U^\dagger$. Both are anti-Hermitian, and $[A,B]=UK'U^\dagger=K$. The trace of $B$ is zero, and $\mathrm{tr}A=i\sum_j a_j$ vanishes for the equally spaced choice $a_j=j-(n-1)/2$.

**The converse.** If $A$ and $B$ are anti-Hermitian, then $[A,B]^\dagger=B^\dagger A^\dagger-A^\dagger B^\dagger=BA-AB=-[A,B]$, and $\mathrm{tr}(AB)=\mathrm{tr}(BA)$ makes the trace zero.

**Observables.** For a traceless Hermitian $H$, apply the result to $K=iH=[A,B]$. The matrices $X=iA$ and $Y=-iB$ are Hermitian, and $[X,Y]=[A,B]=iH$.

## What the theorems say about generators

A generator is a complex matrix indexed by `Fin n`, that is, by levels $0,\dots,n-1$, satisfying `AntiHermitian K`, which means `Kᴴ = -K`. The symbol `ᴴ` is the dagger, and `bracket A B` is the commutator. The number $\omega$ is called `phase n`, although it is the phase factor and not the angle. The matrix $A'$ is `drive a`, a diagonal matrix that does not depend on time despite the name, and $B'$ is `partner a K'`.

- `traceless_generator_iff_commutator` says that $K$ is anti-Hermitian and traceless exactly when $K=[A,B]$ for some traceless anti-Hermitian $A$ and $B$.
- `commutator_prescribed_spectrum` lets you fix the eigenvalues $ia_j$ of $A$ in advance. The hypothesis `Function.Injective a` says that the $a_j$ are distinct, so $A$ has no degenerate levels.
- `traceless_observable_commutator` is the version for Hermitian matrices.

In quantum control of a finite-level system, this means that no traceless direction of evolution needs a sum of commutators, provided that $A$ and $B$ may be chosen to suit $K$. Whether a laboratory can apply that particular pair is a separate question: the theorems put no restriction on which anti-Hermitian matrices are available. Finite dimension matters too, since the trace rules out $[x,p]=i\hbar$ for matrices of any size $n\ge1$.

```lean
import Mathlib

open Matrix

namespace TracelessGenerators

noncomputable section

variable {n : ℕ}

/-- A generator of unitary evolution: a matrix whose adjoint is its negative. -/
def AntiHermitian (K : Matrix (Fin n) (Fin n) ℂ) : Prop := Kᴴ = -K

/-- The commutator `AB - BA` of two matrices. -/
def bracket (A B : Matrix (Fin n) (Fin n) ℂ) : Matrix (Fin n) (Fin n) ℂ := A * B - B * A

/-- The elementary phase `exp(2πi/n)`, for `n` at least one. -/
def phase (n : ℕ) : ℂ := Complex.exp (2 * Real.pi * Complex.I / n)

/-- The discrete Fourier matrix, with entries `exp(2πi jk/n)/√n`, for `n` at least one. -/
def fourier (n : ℕ) : Matrix (Fin n) (Fin n) ℂ :=
  Matrix.of fun j k => phase n ^ ((j : ℕ) * (k : ℕ)) / ((Real.sqrt n : ℝ) : ℂ)

/-- The diagonal generator with eigenvalues `i a_j`. -/
def drive (a : Fin n → ℝ) : Matrix (Fin n) (Fin n) ℂ :=
  Matrix.diagonal fun j => Complex.I * (a j : ℂ)

/-- The matrix with entries `K_jk / (i (a_j - a_k))` off the diagonal and zeros on it,
for pairwise distinct `a_j`. -/
def partner (a : Fin n → ℝ) (K : Matrix (Fin n) (Fin n) ℂ) : Matrix (Fin n) (Fin n) ℂ :=
  Matrix.of fun j k => if j = k then 0 else K j k / (Complex.I * ((a j : ℂ) - (a k : ℂ)))

/-- The elementary phase has modulus one. -/
theorem phase_mul_star (hn : n ≠ 0) : phase n * star (phase n) = 1 := by
  have hζ : IsPrimitiveRoot (phase n) n := Complex.isPrimitiveRoot_exp n hn
  have h : ‖phase n‖ ^ n = 1 := by rw [← norm_pow, hζ.pow_eq_one, norm_one]
  have h1 : ‖phase n‖ = 1 := (pow_eq_one_iff_of_nonneg (norm_nonneg _) hn).mp h
  rw [← starRingEnd_apply, Complex.mul_conj, Complex.normSq_eq_norm_sq, h1]
  norm_num

/-- The product of a Fourier entry with a conjugated entry of the same column is a power
of a relative phase, divided by `n`. -/
theorem fourier_entry (j l k : Fin n) :
    fourier n j k * star (fourier n l k)
      = (phase n ^ (j : ℕ) * star (phase n) ^ (l : ℕ)) ^ (k : ℕ) / n := by
  have hs : ((Real.sqrt n : ℝ) : ℂ) * ((Real.sqrt n : ℝ) : ℂ) = n := by
    rw [← Complex.ofReal_mul, Real.mul_self_sqrt (Nat.cast_nonneg n), Complex.ofReal_natCast]
  have hst : star ((Real.sqrt n : ℝ) : ℂ) = ((Real.sqrt n : ℝ) : ℂ) := Complex.conj_ofReal _
  simp only [fourier, Matrix.of_apply, star_div₀, star_pow, hst]
  rw [div_mul_div_comm, hs, mul_pow, ← pow_mul, ← pow_mul]

/-- The discrete Fourier matrix is unitary. -/
theorem fourier_unitary (n : ℕ) : fourier n * (fourier n)ᴴ = 1 := by
  ext j l
  have hn : n ≠ 0 := by have := j.isLt; omega
  have hζ : IsPrimitiveRoot (phase n) n := Complex.isPrimitiveRoot_exp n hn
  have hc := phase_mul_star hn
  rw [Matrix.mul_apply]
  simp only [Matrix.conjTranspose_apply, fourier_entry]
  rw [← Finset.sum_div, Fin.sum_univ_eq_sum_range
    (fun k => (phase n ^ (j : ℕ) * star (phase n) ^ (l : ℕ)) ^ k) n]
  by_cases h : j = l
  · subst h
    rw [← mul_pow, hc, one_pow]
    simp [hn]
  · -- distinct rows: a full geometric sum of a nontrivial root of unity
    have hw : phase n ^ (j : ℕ) * star (phase n) ^ (l : ℕ) ≠ 1 := by
      intro hw
      refine h (Fin.ext (hζ.pow_inj j.isLt l.isLt ?_))
      calc phase n ^ (j : ℕ)
          = phase n ^ (j : ℕ) * (phase n * star (phase n)) ^ (l : ℕ) := by
            rw [hc, one_pow, mul_one]
        _ = (phase n ^ (j : ℕ) * star (phase n) ^ (l : ℕ)) * phase n ^ (l : ℕ) := by
            rw [mul_pow]; ring
        _ = phase n ^ (l : ℕ) := by rw [hw, one_mul]
    have hstar : star (phase n) ^ n = 1 := by rw [← star_pow, hζ.pow_eq_one, star_one]
    have hwn : (phase n ^ (j : ℕ) * star (phase n) ^ (l : ℕ)) ^ n = 1 := by
      calc _ = (phase n ^ n) ^ (j : ℕ) * (star (phase n) ^ n) ^ (l : ℕ) := by ring
        _ = 1 := by rw [hζ.pow_eq_one, hstar, one_pow, one_pow, mul_one]
    have hg := geom_sum_mul (phase n ^ (j : ℕ) * star (phase n) ^ (l : ℕ)) n
    rw [hwn, sub_self] at hg
    rw [(mul_eq_zero.mp hg).resolve_right (sub_ne_zero.mpr hw), zero_div, Matrix.one_apply_ne h]

/-- Seen from the Fourier basis, a diagonal matrix has all its diagonal entries equal to the
mean of its eigenvalues. -/
theorem fourier_flat (d : Fin n → ℂ) (j : Fin n) :
    (fourier n * Matrix.diagonal d * (fourier n)ᴴ) j j = (∑ k, d k) / n := by
  have hn : n ≠ 0 := by have := j.isLt; omega
  rw [Matrix.mul_apply, Finset.sum_div]
  refine Finset.sum_congr rfl fun k _ => ?_
  rw [Matrix.mul_diagonal, Matrix.conjTranspose_apply]
  calc fourier n j k * d k * star (fourier n j k)
      = d k * (fourier n j k * star (fourier n j k)) := by ring
    _ = d k / n := by
      rw [fourier_entry, ← mul_pow, phase_mul_star hn, one_pow, one_pow, mul_one_div]

/-- A traceless anti-Hermitian matrix has zero diagonal in some orthonormal basis. -/
theorem exists_zero_diagonal {K : Matrix (Fin n) (Fin n) ℂ} (hK : AntiHermitian K)
    (hT : K.trace = 0) :
    ∃ U ∈ Matrix.unitaryGroup (Fin n) ℂ, ∀ j, (Uᴴ * K * U) j j = 0 := by
  have hK' : Kᴴ = -K := hK
  have hH : (Complex.I • K).IsHermitian := by
    show (Complex.I • K)ᴴ = Complex.I • K
    rw [Matrix.conjTranspose_smul, hK']
    simp
  -- diagonalise the Hermitian matrix iK
  obtain ⟨V, hV, d, hd⟩ : ∃ V ∈ Matrix.unitaryGroup (Fin n) ℂ, ∃ d : Fin n → ℂ,
      Complex.I • K = V * Matrix.diagonal d * Vᴴ := by
    refine ⟨hH.eigenvectorUnitary, hH.eigenvectorUnitary.2, RCLike.ofReal ∘ hH.eigenvalues, ?_⟩
    have h := hH.spectral_theorem
    rw [Unitary.conjStarAlgAut_apply] at h
    exact h
  have hVV : Vᴴ * V = 1 := Matrix.mem_unitaryGroup_iff'.mp hV
  have hsum : ∑ k, d k = 0 := by
    have h : (Complex.I • K).trace = ∑ k, d k := by
      rw [hd, Matrix.trace_mul_comm, ← Matrix.mul_assoc, hVV, Matrix.one_mul,
        Matrix.trace_diagonal]
    rw [← h, Matrix.trace_smul, hT, smul_zero]
  have hF : (fourier n)ᴴ ∈ Matrix.unitaryGroup (Fin n) ℂ := by
    rw [Matrix.mem_unitaryGroup_iff, Matrix.star_eq_conjTranspose,
      Matrix.conjTranspose_conjTranspose]
    exact mul_eq_one_comm.mp (fourier_unitary n)
  refine ⟨V * (fourier n)ᴴ, mul_mem hV hF, fun j => ?_⟩
  have hD : Vᴴ * (Complex.I • K) * V = Matrix.diagonal d := by
    calc _ = (Vᴴ * V) * Matrix.diagonal d * (Vᴴ * V) := by
          rw [hd]; simp only [Matrix.mul_assoc]
      _ = Matrix.diagonal d := by rw [hVV, Matrix.one_mul, Matrix.mul_one]
  -- the Fourier matrix then spreads the eigenvalues evenly
  have key : (V * (fourier n)ᴴ)ᴴ * K * (V * (fourier n)ᴴ)
      = (-Complex.I) • (fourier n * Matrix.diagonal d * (fourier n)ᴴ) := by
    rw [← hD]
    simp [smul_smul, Matrix.mul_assoc, Matrix.conjTranspose_mul]
  rw [key, Matrix.smul_apply, fourier_flat, hsum, zero_div, smul_zero]

/-- If `K` is anti-Hermitian with zero diagonal and the real numbers `a_j` are distinct, the
partner matrix is anti-Hermitian and its commutator with the diagonal generator is `K`. -/
theorem partner_spec {a : Fin n → ℝ} (ha : Function.Injective a)
    {K : Matrix (Fin n) (Fin n) ℂ} (hK : AntiHermitian K) (h0 : ∀ j, K j j = 0) :
    AntiHermitian (partner a K) ∧ bracket (drive a) (partner a K) = K := by
  constructor
  · show (partner a K)ᴴ = -partner a K
    ext j k
    rw [Matrix.conjTranspose_apply, Matrix.neg_apply]
    by_cases h : j = k
    · subst h
      simp [partner]
    · have hk : star (K k j) = -K j k := congrFun (congrFun hK j) k
      have hden : star (Complex.I * ((a k : ℂ) - (a j : ℂ)))
          = Complex.I * ((a j : ℂ) - (a k : ℂ)) := by
        simp only [Complex.star_def, map_mul, map_sub, Complex.conj_I, Complex.conj_ofReal]
        ring
      simp only [partner, Matrix.of_apply, if_neg h, if_neg (Ne.symm h), star_div₀, hk]
      rw [hden, neg_div]
  · ext j k
    rw [bracket, drive, Matrix.sub_apply, Matrix.diagonal_mul, Matrix.mul_diagonal]
    by_cases h : j = k
    · subst h
      simp [partner, h0]
    · have hne : Complex.I * ((a j : ℂ) - (a k : ℂ)) ≠ 0 :=
        mul_ne_zero Complex.I_ne_zero
          (sub_ne_zero.mpr fun e => h (ha (Complex.ofReal_injective e)))
      simp only [partner, Matrix.of_apply, if_neg h]
      calc _ = K j k / (Complex.I * ((a j : ℂ) - (a k : ℂ)))
            * (Complex.I * ((a j : ℂ) - (a k : ℂ))) := by ring
        _ = K j k := div_mul_cancel₀ _ hne

/-- Conjugating an anti-Hermitian matrix as `U K Uᴴ` leaves it anti-Hermitian. -/
theorem AntiHermitian.conj {K : Matrix (Fin n) (Fin n) ℂ} (hK : AntiHermitian K)
    (U : Matrix (Fin n) (Fin n) ℂ) : AntiHermitian (U * K * Uᴴ) := by
  have hK' : Kᴴ = -K := hK
  show (U * K * Uᴴ)ᴴ = -(U * K * Uᴴ)
  simp [Matrix.conjTranspose_mul, hK', Matrix.mul_assoc]

/-- A traceless anti-Hermitian `K` is the commutator of two anti-Hermitian matrices, the first
with any prescribed distinct eigenvalues `i a_j`, the second traceless. -/
theorem commutator_prescribed_spectrum {K : Matrix (Fin n) (Fin n) ℂ} (hK : AntiHermitian K)
    (hT : K.trace = 0) {a : Fin n → ℝ} (ha : Function.Injective a) :
    ∃ U ∈ Matrix.unitaryGroup (Fin n) ℂ, ∃ B, AntiHermitian (U * drive a * Uᴴ) ∧
      AntiHermitian B ∧ B.trace = 0 ∧ bracket (U * drive a * Uᴴ) B = K := by
  obtain ⟨U, hU, h0⟩ := exists_zero_diagonal hK hT
  have h1 : Uᴴ * U = 1 := Matrix.mem_unitaryGroup_iff'.mp hU
  have h2 : U * Uᴴ = 1 := Matrix.mem_unitaryGroup_iff.mp hU
  have hM : AntiHermitian (Uᴴ * K * U) := by
    simpa only [Matrix.conjTranspose_conjTranspose] using hK.conj Uᴴ
  obtain ⟨hP, hb⟩ := partner_spec ha hM h0
  have hA : AntiHermitian (drive a) := by
    show (drive a)ᴴ = -drive a
    ext j k
    by_cases h : j = k
    · subst h
      simp [drive]
    · simp [drive, Matrix.diagonal_apply_ne _ h, Matrix.diagonal_apply_ne _ (Ne.symm h)]
  refine ⟨U, hU, U * partner a (Uᴴ * K * U) * Uᴴ, hA.conj U, hP.conj U, ?_, ?_⟩
  · rw [Matrix.trace_mul_comm, ← Matrix.mul_assoc, h1, Matrix.one_mul]
    simp [Matrix.trace, partner]
  · -- the bracket is carried along by the change of basis
    have hm : ∀ X Y : Matrix (Fin n) (Fin n) ℂ,
        (U * X * Uᴴ) * (U * Y * Uᴴ) = U * (X * Y) * Uᴴ := by
      intro X Y
      calc _ = U * X * (Uᴴ * U) * Y * Uᴴ := by simp only [Matrix.mul_assoc]
        _ = U * (X * Y) * Uᴴ := by rw [h1, Matrix.mul_one]; simp only [Matrix.mul_assoc]
    unfold bracket at hb ⊢
    rw [hm, hm, ← Matrix.sub_mul, ← Matrix.mul_sub, hb]
    calc _ = (U * Uᴴ) * K * (U * Uᴴ) := by simp only [Matrix.mul_assoc]
      _ = K := by rw [h2, Matrix.one_mul, Matrix.mul_one]

/-- A matrix is anti-Hermitian and traceless exactly when it is a single commutator of two
traceless anti-Hermitian matrices. -/
theorem traceless_generator_iff_commutator (K : Matrix (Fin n) (Fin n) ℂ) :
    (AntiHermitian K ∧ K.trace = 0) ↔
      ∃ A B, AntiHermitian A ∧ AntiHermitian B ∧ A.trace = 0 ∧ B.trace = 0 ∧
        K = bracket A B := by
  constructor
  · rintro ⟨hK, hT⟩
    -- equally spaced levels with zero mean
    obtain ⟨a, ha, hsum⟩ : ∃ a : Fin n → ℝ, Function.Injective a ∧ ∑ j, a j = 0 := by
      refine ⟨fun j => ((j : ℕ) : ℝ) - (∑ i : Fin n, ((i : ℕ) : ℝ)) / n, ?_, ?_⟩
      · intro i j h
        have h' : ((i : ℕ) : ℝ) = ((j : ℕ) : ℝ) := sub_left_inj.mp h
        exact Fin.ext (by exact_mod_cast h')
      · by_cases hn : n = 0
        · subst hn
          simp
        · have hn' : (n : ℝ) ≠ 0 := Nat.cast_ne_zero.mpr hn
          rw [Finset.sum_sub_distrib, Finset.sum_const, Finset.card_univ, Fintype.card_fin,
            nsmul_eq_mul, mul_comm, div_mul_cancel₀ _ hn', sub_self]
    obtain ⟨U, hU, B, hA, hB, hBt, h⟩ := commutator_prescribed_spectrum hK hT ha
    have h1 : Uᴴ * U = 1 := Matrix.mem_unitaryGroup_iff'.mp hU
    refine ⟨_, B, hA, hB, ?_, hBt, h.symm⟩
    rw [Matrix.trace_mul_comm, ← Matrix.mul_assoc, h1, Matrix.one_mul, drive,
      Matrix.trace_diagonal, ← Finset.mul_sum, ← Complex.ofReal_sum, hsum,
      Complex.ofReal_zero, mul_zero]
  · rintro ⟨A, B, hA, hB, -, -, rfl⟩
    have hA' : Aᴴ = -A := hA
    have hB' : Bᴴ = -B := hB
    constructor
    · show (A * B - B * A)ᴴ = -(A * B - B * A)
      rw [Matrix.conjTranspose_sub, Matrix.conjTranspose_mul, Matrix.conjTranspose_mul, hA', hB']
      noncomm_ring
    · rw [bracket, Matrix.trace_sub, Matrix.trace_mul_comm, sub_self]

/-- For every traceless Hermitian matrix `H` there are Hermitian matrices `X` and `Y` with
`XY - YX = iH`. -/
theorem traceless_observable_commutator {H : Matrix (Fin n) (Fin n) ℂ} (hH : H.IsHermitian)
    (hT : H.trace = 0) :
    ∃ X Y : Matrix (Fin n) (Fin n) ℂ, X.IsHermitian ∧ Y.IsHermitian ∧
      X * Y - Y * X = Complex.I • H := by
  have hH' : Hᴴ = H := hH
  have hK : AntiHermitian (Complex.I • H) := by
    show (Complex.I • H)ᴴ = -(Complex.I • H)
    rw [Matrix.conjTranspose_smul, hH']
    simp
  obtain ⟨A, B, hA, hB, -, -, h⟩ := (traceless_generator_iff_commutator _).mp
    ⟨hK, by rw [Matrix.trace_smul, hT, smul_zero]⟩
  have hA' : Aᴴ = -A := hA
  have hB' : Bᴴ = -B := hB
  refine ⟨Complex.I • A, (-Complex.I) • B, ?_, ?_, ?_⟩
  · show (Complex.I • A)ᴴ = Complex.I • A
    rw [Matrix.conjTranspose_smul, hA']
    simp
  · show ((-Complex.I) • B)ᴴ = (-Complex.I) • B
    rw [Matrix.conjTranspose_smul, hB']
    simp
  · rw [h, bracket]
    simp [smul_smul]

end

end TracelessGenerators
```

```lean
#print axioms TracelessGenerators.traceless_generator_iff_commutator
#print axioms TracelessGenerators.traceless_observable_commutator
```

```
'TracelessGenerators.traceless_generator_iff_commutator' depends on axioms: [propext, Classical.choice, Quot.sound]
'TracelessGenerators.traceless_observable_commutator' depends on axioms: [propext, Classical.choice, Quot.sound]
```

## From roots of unity to the commutator in Lean

`phase_mul_star` gives $|\omega|^2=1$, and `fourier_entry` rewrites $F_{jk}\overline{F_{lk}}$ as $(\omega^j\bar\omega^{\,l})^k/n$. In `fourier_unitary`, `geom_sum_mul` supplies the identity $(\sum_k w^k)(w-1)=w^n-1$. The primitivity of $\omega$ shows that $w\ne1$ for different rows, so the sum must be zero. `fourier_flat` then computes the constant diagonal.

`exists_zero_diagonal` takes $V$ and $D$ from Mathlib's spectral theorem for $iK$ and uses $U=VF^\dagger$. Its equation `key` is $U^\dagger KU=-iFDF^\dagger$, after which `fourier_flat` and the zero sum finish the argument.

`partner_spec` checks both properties of $B'$ entrywise, with `by_cases` separating the diagonal from the rest. Distinctness of the $a_j$ makes the denominator nonzero, and `div_mul_cancel₀` cancels it.

`AntiHermitian.conj` shows that a change of basis preserves anti-Hermiticity. In `commutator_prescribed_spectrum`, the auxiliary identity `hm` cancels the product $U^\dagger U=1$ that appears between two rotated factors, which carries the commutator back to the original basis.

The equivalence is proved in two halves. The forward half subtracts the mean from the levels $0,\dots,n-1$, so that $A$ is traceless. The backward half expands the adjoint with `Matrix.conjTranspose_sub` and `Matrix.conjTranspose_mul`, leaves the remaining algebra to `noncomm_ring`, and uses `Matrix.trace_mul_comm` for the trace. The last theorem multiplies $A$ by $i$ and $B$ by $-i$, as above.
